# Full-history Anderson mixing for $Ax = b$ with a constant mixing parameter stalls at its first iterate when the initial residual $r$ is orthogonal to $Ar \neq 0$

## Residual, mixing map and Anderson step

Let $E$ be a real inner product space, $A : E \to E$ linear and $b \in E$. The residual is $f(x) = b - Ax$ (`residual`) and simple mixing is $g(x) = x + \beta f(x)$ (`mixMap`), with a constant real mixing parameter $\beta$; $\beta = 1$ is undamped. Iterates are numbered from $x_0$. Step $k$ (`IsAndersonStep`) takes real weights $\alpha_0,\dots,\alpha_k$ of either sign, summing to one, that minimise $\|\sum_i \alpha_i f(x_i)\|$ among all such weights, and sets $x_{k+1} = \sum_i \alpha_i g(x_i)$. Any minimiser is admitted. A run is a sequence in which every step has this form. Throughout, $r = f(x_0)$.

## Stagnation, converse and cyclic shift

`anderson_stagnates`: if $\langle r, Ar\rangle = 0$ and $Ar \neq 0$, every run has $x_{k+1} = g(x_0)$ for all $k \ge 0$, for any $\beta$.

`orthogonal_of_repeat`: if steps 0 and 1 are Anderson steps with $\beta \ne 0$, $x_2 = x_1$ and $f(x_1) \neq 0$, then $\langle r, Ar\rangle = 0$.

`cyclic_stagnation`: in $\mathbb{R}^{n+2}$, $n \ge 0$, let $e_j$ be the unit vectors (`basisVec`) and $(Pv)_i = v_{i-1}$ the shift (`cyclicShift`), with indices modulo $n+2$. For $Px = e_0$ and $x_0 = 0$, every run has $x_{k+1} = \beta e_0$ and $\|f(x_{k+1})\|^2 = 1 + \beta^2$, while $e_{-1} = e_{n+1}$ has zero residual.

## Convergence tests in SCF loops

In density mixing $f$ is the output density minus the input density, and for an exactly affine $f(x) = b - Ax$, an untruncated history and a start satisfying the special condition $\langle r, Ar\rangle = 0$, $Ar \neq 0$, the theorems describe a mixer whose step $x_{k+1} - x_k$ vanishes for $k \ge 1$ away from self-consistency, since $\|f(g(x_0))\|^2 = \|r\|^2 + \beta^2\|Ar\|^2 > 0$. A loop that stops on the step size alone would report convergence on the shift problem with residual norm $\sqrt{1+\beta^2}$, which is no smaller than the starting value 1. A test on $\|f\|$ with a tolerance below the starting residual norm never reports convergence there. The shift problem is an algebraic test case: it is not derived from the density response of an electronic system, and $x_0 = 0$ is not the density of a system with electrons. Whether the orthogonality condition is met in an actual SCF calculation is not addressed here.

## Derivation

Suppose $x_1 = \dots = x_k = g(x_0)$. For any function $F$, weights summing to one give
$$\sum_i \alpha_i F(x_i) = (1-\alpha_0)F(g(x_0)) + \alpha_0 F(x_0).$$
Put $t = \beta(1-\alpha_0)$. Since $f(g(x_0)) = r - \beta Ar$, the mixed residual is $r - tAr$. Since $g(g(x_0)) = g(x_0) + \beta f(g(x_0))$, the new iterate is
$$x_{k+1} = g(x_0) + t\,f(g(x_0)).$$
Orthogonality gives $\|r - tAr\|^2 = \|r\|^2 + t^2\|Ar\|^2$. The weights $(1,0,\dots,0)$ reach $\|r\|^2$, so a minimiser has $t^2\|Ar\|^2 \le 0$, hence $t = 0$ and $x_{k+1} = g(x_0)$. The supposition is empty at $k = 0$, and induction covers all $k$.

For the converse, step 0 has the single weight 1, so $x_1 = g(x_0)$ and $x_2 = x_1 + t f(x_1)$. Then $x_2 = x_1$ with $f(x_1) \ne 0$ forces $t = 0$, so the minimum at step 1 is $\|r\|$. The weights $(1 - s/\beta,\, s/\beta)$ produce $r - sAr$ for any real $s$. With $w = Ar$ and $c = \langle r, w\rangle$, minimality reads $0 \le -2sc + s^2\|w\|^2$. Choosing $s = c/(\|w\|^2+1)$ gives $0 \le -s^2(\|w\|^2+2)$, so $s = 0$ and $c = 0$.

For the shift, $r = e_0$ and $Pe_0 = e_1 \perp e_0$, because the dimension is at least two. Then $f(\beta e_0) = e_0 - \beta e_1$, and $Pe_{-1} = e_0$.

## Lean file

```lean
import Mathlib

open Finset

namespace AndersonStagnation

noncomputable section

variable {E : Type*} [NormedAddCommGroup E] [InnerProductSpace ℝ E]

/-- Residual `f(x) = b - A x` of the linear problem `A x = b`. -/
def residual (A : E →ₗ[ℝ] E) (b x : E) : E := b - A x

/-- Simple mixing `g(x) = x + β f(x)`; `β = 1` is the undamped map. -/
def mixMap (A : E →ₗ[ℝ] E) (b : E) (β : ℝ) (x : E) : E := x + β • residual A b x

/-- Full-history Anderson step `k`: weights summing to one minimise the norm of the mixed
residual of `x 0, …, x k`, and `x (k+1)` is the same mixture of the `g (x i)`. -/
def IsAndersonStep (A : E →ₗ[ℝ] E) (b : E) (β : ℝ) (x : ℕ → E) (k : ℕ) : Prop :=
  ∃ α : ℕ → ℝ, ∑ i ∈ range (k + 1), α i = 1 ∧
    (∀ γ : ℕ → ℝ, ∑ i ∈ range (k + 1), γ i = 1 →
      ‖∑ i ∈ range (k + 1), α i • residual A b (x i)‖ ≤
        ‖∑ i ∈ range (k + 1), γ i • residual A b (x i)‖) ∧
    x (k + 1) = ∑ i ∈ range (k + 1), α i • mixMap A b β (x i)

/-- If all iterates after the first equal `g(x₀)`, the mixed residual is `r - t A r` and the
mixed iterate is `g(x₀) + t f(g(x₀))`, where `r = f(x₀)` and `t = β (1 - α₀)`. -/
theorem mixed_formulas (A : E →ₗ[ℝ] E) (b : E) (β : ℝ) {x : ℕ → E} {k : ℕ} {α : ℕ → ℝ}
    (hα : ∑ i ∈ range (k + 1), α i = 1) (hx : ∀ i < k, x (i + 1) = mixMap A b β (x 0)) :
    ∑ i ∈ range (k + 1), α i • residual A b (x i) =
        residual A b (x 0) - (β * (1 - α 0)) • A (residual A b (x 0)) ∧
      ∑ i ∈ range (k + 1), α i • mixMap A b β (x i) =
        mixMap A b β (x 0) + (β * (1 - α 0)) • residual A b (mixMap A b β (x 0)) := by
  have hs : ∑ i ∈ range k, α (i + 1) = 1 - α 0 := by
    rw [sum_range_succ'] at hα
    linarith
  -- the history holds only two distinct points
  have collapse : ∀ F : E → E, ∑ i ∈ range (k + 1), α i • F (x i) =
      (1 - α 0) • F (mixMap A b β (x 0)) + α 0 • F (x 0) := by
    intro F
    have h : ∑ i ∈ range k, α (i + 1) • F (x (i + 1)) =
        ∑ i ∈ range k, α (i + 1) • F (mixMap A b β (x 0)) :=
      sum_congr rfl fun i hi => by rw [hx i (mem_range.1 hi)]
    rw [sum_range_succ', h, ← sum_smul, hs]
  constructor
  · rw [collapse (residual A b)]
    simp only [residual, mixMap, map_add, map_smul, map_sub]
    module
  · rw [collapse (mixMap A b β)]
    simp only [residual, mixMap, map_add, map_smul, map_sub]
    module

/-- For `w` orthogonal to `r`, the squared norm of `r - t w` is `‖r‖² + t² ‖w‖²`. -/
theorem norm_sq_sub_orthogonal {r w : E} (h : inner ℝ r w = 0) (t : ℝ) :
    ‖r - t • w‖ ^ 2 = ‖r‖ ^ 2 + t ^ 2 * ‖w‖ ^ 2 := by
  rw [norm_sub_sq_real, inner_smul_right, h, norm_smul, mul_pow, Real.norm_eq_abs, sq_abs]
  ring

/-- If the initial residual `r` is orthogonal to `A r ≠ 0`, every iterate of a full-history
Anderson run after the starting point equals `g(x₀)`. -/
theorem anderson_stagnates (A : E →ₗ[ℝ] E) (b : E) (β : ℝ) (x : ℕ → E)
    (hrun : ∀ k, IsAndersonStep A b β x k)
    (horth : inner ℝ (residual A b (x 0)) (A (residual A b (x 0))) = 0)
    (hA : A (residual A b (x 0)) ≠ 0) (k : ℕ) : x (k + 1) = mixMap A b β (x 0) := by
  induction k using Nat.strong_induction_on with
  | _ k ih =>
    obtain ⟨α, hα, hmin, hx⟩ := hrun k
    obtain ⟨h1, h2⟩ := mixed_formulas A b β hα ih
    -- compare with putting all the weight on the starting point
    have hγ : ∑ i ∈ range (k + 1), (fun i => if i = 0 then (1 : ℝ) else 0) i = 1 := by simp
    have hle : ‖residual A b (x 0) - (β * (1 - α 0)) • A (residual A b (x 0))‖ ≤
        ‖residual A b (x 0)‖ := by
      have h := hmin _ hγ
      rw [h1, (mixed_formulas A b β hγ ih).1] at h
      simpa using h
    have hsq := pow_le_pow_left₀ (norm_nonneg _) hle 2
    rw [norm_sq_sub_orthogonal horth] at hsq
    have hpos : 0 < ‖A (residual A b (x 0))‖ ^ 2 := pow_pos (norm_pos_iff.2 hA) 2
    have ht : β * (1 - α 0) = 0 := by
      by_contra hne
      have := mul_pos (sq_pos_of_ne_zero hne) hpos
      linarith
    rw [hx, h2, ht, zero_smul, add_zero]

/-- Converse: if Anderson mixing with `β ≠ 0` gives `x₂ = x₁` and `x₁` has non-zero residual,
then the initial residual `r` is orthogonal to `A r`. -/
theorem orthogonal_of_repeat (A : E →ₗ[ℝ] E) (b : E) {β : ℝ} (hβ : β ≠ 0) (x : ℕ → E)
    (h0 : IsAndersonStep A b β x 0) (h1 : IsAndersonStep A b β x 1) (hrep : x 2 = x 1)
    (hres : residual A b (x 1) ≠ 0) :
    inner ℝ (residual A b (x 0)) (A (residual A b (x 0))) = 0 := by
  have hx1 : x 1 = mixMap A b β (x 0) := by
    obtain ⟨α, hα, -, hx⟩ := h0
    have ha : α 0 = 1 := by simpa using hα
    simpa [ha] using hx
  have hhist : ∀ i < 1, x (i + 1) = mixMap A b β (x 0) := by
    intro i hi
    obtain rfl : i = 0 := by omega
    exact hx1
  obtain ⟨α, hα, hmin, hx⟩ := h1
  obtain ⟨e1, e2⟩ := mixed_formulas A b β hα hhist
  have hx2 : x 1 = x 1 + (β * (1 - α 0)) • residual A b (x 1) := by
    rw [e2, ← hx1] at hx
    exact hrep.symm.trans hx
  have ht : β * (1 - α 0) = 0 := by
    have hz : (β * (1 - α 0)) • residual A b (x 1) = 0 := add_left_cancel
      (hx2.symm.trans (add_zero _).symm)
    exact (smul_eq_zero.1 hz).resolve_right hres
  -- so `t = 0` minimises `‖r - t A r‖` over all real `t`
  have hall : ∀ t : ℝ, ‖residual A b (x 0)‖ ≤
      ‖residual A b (x 0) - t • A (residual A b (x 0))‖ := by
    intro t
    have hγ : ∑ i ∈ range (1 + 1), (fun i => if i = 0 then 1 - t / β else t / β) i = 1 := by
      simp [sum_range_succ]
    have h := hmin _ hγ
    rw [e1, ht, (mixed_formulas A b β hγ hhist).1] at h
    have hc : β * (t / β) = t := by field_simp
    simpa [hc] using h
  generalize A (residual A b (x 0)) = w at hall ⊢
  generalize residual A b (x 0) = r at hall ⊢
  have hN : 0 < ‖w‖ ^ 2 + 1 := by positivity
  obtain ⟨t, htc⟩ : ∃ t : ℝ, inner ℝ r w = t * (‖w‖ ^ 2 + 1) :=
    ⟨inner ℝ r w / (‖w‖ ^ 2 + 1), (div_mul_cancel₀ _ hN.ne').symm⟩
  have h := pow_le_pow_left₀ (norm_nonneg _) (hall t) 2
  rw [norm_sub_sq_real, inner_smul_right, htc, norm_smul, mul_pow, Real.norm_eq_abs,
    sq_abs] at h
  have h2 : t ^ 2 ≤ 0 := by nlinarith [mul_nonneg (sq_nonneg t) (sq_nonneg ‖w‖)]
  have ht0 : t = 0 := pow_eq_zero_iff (two_ne_zero) |>.1 (le_antisymm h2 (sq_nonneg t))
  rw [htc, ht0, zero_mul]

/-- The cyclic shift `(P v)ᵢ = vᵢ₋₁` in dimension `n + 2`, indices taken cyclically. -/
def cyclicShift (n : ℕ) : EuclideanSpace ℝ (Fin (n + 2)) →ₗ[ℝ] EuclideanSpace ℝ (Fin (n + 2)) where
  toFun v := WithLp.toLp 2 fun i => v (i - 1)
  map_add' u v := by ext i; simp
  map_smul' c v := by ext i; simp

/-- The Cartesian unit vector `e_j`. -/
def basisVec {n : ℕ} (j : Fin (n + 2)) : EuclideanSpace ℝ (Fin (n + 2)) :=
  WithLp.toLp 2 fun i => if i = j then 1 else 0

/-- The cyclic shift sends `e_j` to `e_{j+1}`. -/
theorem shift_basisVec {n : ℕ} (j : Fin (n + 2)) :
    cyclicShift n (basisVec j) = basisVec (j + 1) := by
  ext i
  simp [cyclicShift, basisVec, sub_eq_iff_eq_add]

/-- The Cartesian unit vectors are orthonormal. -/
theorem inner_basisVec {n : ℕ} (i j : Fin (n + 2)) :
    inner ℝ (basisVec i) (basisVec j) = if i = j then (1 : ℝ) else 0 := by
  rw [PiLp.inner_apply, sum_eq_single i]
  · by_cases h : i = j <;> simp [basisVec, h]
  · intro c _ hc
    simp [basisVec, hc]
  · simp

/-- For `P x = e₀` started from `x = 0`, all Anderson iterates after the start equal `β e₀` and
have squared residual norm `1 + β²`, while `e₋₁` has zero residual. -/
theorem cyclic_stagnation (n : ℕ) (β : ℝ) (x : ℕ → EuclideanSpace ℝ (Fin (n + 2)))
    (hrun : ∀ k, IsAndersonStep (cyclicShift n) (basisVec 0) β x k) (hx0 : x 0 = 0) :
    (∀ k, x (k + 1) = β • basisVec 0 ∧
      ‖residual (cyclicShift n) (basisVec 0) (x (k + 1))‖ ^ 2 = 1 + β ^ 2) ∧
    residual (cyclicShift n) (basisVec 0) (basisVec (-1)) = 0 := by
  have hn : ∀ j : Fin (n + 2), ‖basisVec j‖ ^ 2 = 1 := by
    intro j
    rw [← real_inner_self_eq_norm_sq, inner_basisVec, if_pos rfl]
  have ho : inner ℝ (basisVec (0 : Fin (n + 2))) (basisVec 1) = (0 : ℝ) := by
    rw [inner_basisVec, if_neg Fin.zero_ne_one]
  have hr : residual (cyclicShift n) (basisVec 0) (x 0) = basisVec 0 := by simp [residual, hx0]
  have hP : cyclicShift n (basisVec 0) = basisVec 1 := by rw [shift_basisVec, zero_add]
  have hne : basisVec (1 : Fin (n + 2)) ≠ 0 := by
    intro h
    have h1 := hn 1
    rw [h] at h1
    simp at h1
  refine ⟨fun k => ?_, ?_⟩
  · have hk := anderson_stagnates _ _ β x hrun (by rw [hr, hP, ho]) (by rw [hr, hP]; exact hne) k
    rw [mixMap, hr, hx0, zero_add] at hk
    refine ⟨hk, ?_⟩
    rw [hk, residual, map_smul, hP, norm_sq_sub_orthogonal ho, hn, hn, mul_one]
  · rw [residual, shift_basisVec, neg_add_cancel, sub_self]

/-- The sequence `0, β e₀, β e₀, …` is a full-history Anderson run for `P x = e₀`. -/
theorem cyclic_run_witness (n : ℕ) (β : ℝ) (k : ℕ) :
    IsAndersonStep (cyclicShift n) (basisVec 0) β
      (fun i => if i = 0 then 0 else β • basisVec 0) k := by
  set x : ℕ → EuclideanSpace ℝ (Fin (n + 2)) :=
    fun i => if i = 0 then 0 else β • basisVec 0 with hx
  have hr : residual (cyclicShift n) (basisVec 0) (x 0) = basisVec 0 := by simp [residual, hx]
  have hh : ∀ i, x (i + 1) = mixMap (cyclicShift n) (basisVec 0) β (x 0) := by
    intro i
    rw [mixMap, hr]
    simp [hx]
  have ho : inner ℝ (basisVec (0 : Fin (n + 2))) (cyclicShift n (basisVec 0)) = (0 : ℝ) := by
    rw [shift_basisVec, zero_add, inner_basisVec, if_neg Fin.zero_ne_one]
  have hα : ∑ i ∈ range (k + 1), (fun i => if i = 0 then (1 : ℝ) else 0) i = 1 := by simp
  obtain ⟨e1, e2⟩ := mixed_formulas (cyclicShift n) (basisVec 0) β hα fun i _ => hh i
  refine ⟨_, hα, fun γ hγ => ?_, ?_⟩
  · rw [e1, (mixed_formulas (cyclicShift n) (basisVec 0) β hγ fun i _ => hh i).1, hr]
    apply le_of_sq_le_sq _ (norm_nonneg _) |>.trans le_rfl
    rw [norm_sq_sub_orthogonal ho, norm_sq_sub_orthogonal ho]
    have : 0 ≤ (β * (1 - γ 0)) ^ 2 * ‖cyclicShift n (basisVec 0)‖ ^ 2 := by positivity
    simpa using this
  · rw [e2, hh]
    simp

end

end AndersonStagnation
```

```lean
#print axioms AndersonStagnation.anderson_stagnates
#print axioms AndersonStagnation.orthogonal_of_repeat
#print axioms AndersonStagnation.cyclic_stagnation
```

```
'AndersonStagnation.anderson_stagnates' depends on axioms: [propext, Classical.choice, Quot.sound]
'AndersonStagnation.orthogonal_of_repeat' depends on axioms: [propext, Classical.choice, Quot.sound]
'AndersonStagnation.cyclic_stagnation' depends on axioms: [propext, Classical.choice, Quot.sound]
```

## Lemmas against the derivation

`mixed_formulas` gives both mixed expressions: `collapse` is the two-point sum, and `module` settles the vector algebra after unfolding. `norm_sq_sub_orthogonal` is the Pythagoras step. In `anderson_stagnates`, strong induction supplies the repeated history as `ih`, `hle` is the comparison with $(1,0,\dots,0)$, and `ht` is $t = 0$. In `orthogonal_of_repeat`, `hall` is minimality over all $s$, which Lean names `t`, and `htc` fixes the chosen value. `shift_basisVec` and `inner_basisVec` supply $Pe_j = e_{j+1}$ and orthonormality. `cyclic_run_witness` shows that $0, \beta e_0, \beta e_0, \dots$ is a run, so `cyclic_stagnation` describes an existing sequence.

## Scope, a variant and a counter-example

The general theorems need no finite dimension, symmetry or invertibility of $A$. They assume that a run is given; existence is shown for the shift only. Arithmetic and minimisation are exact, so rounding, regularised least squares and history truncation are not covered, nor is a nonlinear $f$. For $\beta \neq 0$ and $k \ge 2$ the stalled history holds duplicate points and the weights are not unique. The converse concerns the first repeat $x_2 = x_1$ only. Nothing is stated about Krylov residual polynomials or GMRES.

The two remarks below are ordinary arguments without a theorem in the file. With a parameter $\beta_k$ that changes from step to step, the same reasoning should carry over: all iterates lie on the line $x_0 + \mathbb{R}r$, the mixed point is $x_0 + tr$ for some real $t$ with residual $r - tAr$, minimisation sets $t = 0$, and $x_{k+1} = x_0 + \beta_k r$.

Without $Ar \neq 0$ stagnation can fail. Take $E = \mathbb{R}$, $A = 0$, $b = 1$, $\beta = 1$, $x_0 = 0$. Then $f \equiv 1$, $\langle r, Ar\rangle = 0$ and all weights minimise. After $x_1 = 1$, the weights $(0,1)$ give $x_2 = 2 \neq x_1$.
